# A damper on the free end atom of a harmonic chain reflects at least tan(q/4) of a Bloch wave's amplitude for 0 < q < π

When a finite chain of atoms stands in for an endless one in a simulation, a wave that reaches the end should leave. A simple way to attempt this is to put a drag force on the last atom, and the code then needs a value for the drag coefficient.

Take a chain with nearest-neighbour springs $K$ and equal masses $m$. Its last atom is held by one spring only, with no wall behind it. Write the drag coefficient as $g\sqrt{Km}$ with a dimensionless $g\ge 0$. Let $q$ be the phase advance per atom, that is, the textbook wave number times the lattice spacing. For $0<q<\pi$ the reflected amplitude $r$, relative to a unit incoming wave, satisfies

$$r=\frac{e^{iq/2}-g}{e^{-iq/2}+g},\qquad |r|\ge\tan\frac q4,$$

with equality exactly when $g=1$. At such an end complete absorption is therefore impossible, even with a drag coefficient tuned to the wave in question.

## Setting the drag coefficient and checking the echo

The choice $g=1$ minimises the reflection at every $q$ in the range, so the coefficient $\sqrt{Km}$ needs no tuning to the wavelength. The remaining echo is small for long waves and grows towards the zone boundary; at $q=\pi/2$ its amplitude is about 0.41. In a molecular dynamics code, a harmonic one-dimensional run with this end, $g=1$, a narrow-band packet and a small time step should show an echo close to $\tan(q/4)$ times the incoming amplitude. A much smaller one points to an error in the set-up or the measurement.

## From Newton's law at the end atom to the bound

The atoms sit at $n\le 0$, and the displacement is

$$u_n(t)=(e^{iqn}+r\,e^{-iqn})\,e^{-i\omega t},\qquad \omega=2\sqrt{K/m}\,\sin(q/2).$$

Write $z=e^{iq/2}$, $w=e^{-iq/2}$, $c=\cos(q/2)$ and $s=\sin(q/2)$, so that $zw=1$ and $z-w=2is$. Inside the chain, $u_{n+1}+u_{n-1}=(z^2+w^2)u_n$. Since $m\omega^2=4Ks^2=K(2-z^2-w^2)$, the bulk equation holds for every $r$.

The end atom obeys

$$m\ddot u_0=K(u_{-1}-u_0)-g\sqrt{Km}\,\dot u_0 .$$

Here $u_0=(1+r)e^{-i\omega t}$ and $u_{-1}=(w^2+rz^2)e^{-i\omega t}$. Because $\sqrt{Km}\,\omega=2Ks$, the drag force is $gK(z-w)u_0$. The left side minus the right side is then

$$K\left[z^2-1+r(w^2-1)-g(z-w)(1+r)\right]e^{-i\omega t}.$$

With $z^2-1=z(z-w)$ and $w^2-1=-w(z-w)$ this becomes

$$K(z-w)\,e^{-i\omega t}\left[(z-g)-r(w+g)\right].$$

The prefactor is nonzero because $s>0$, and $w+g\ne0$ because its real part $c+g$ is positive. This fixes $r$.

Taking squared moduli gives

$$|r|^2=\frac{(c-g)^2+s^2}{(c+g)^2+s^2}=\frac{1+g^2-2gc}{1+g^2+2gc}.$$

The half-angle formula gives $\tan^2(q/4)=(1-c)/(1+c)$. Subtracting,

$$|r|^2-\tan^2\frac q4=\frac{2c\,(1-g)^2}{(1+g^2+2gc)(1+c)} .$$

Since $c>0$, the right side is nonnegative and vanishes only at $g=1$. The formula for $|r|^2$ is also unchanged under $g\to1/g$ for $g>0$, so reciprocal strengths reflect equally strongly.

## The chain, the damper and the bound in Lean

```lean
import Mathlib

open Complex

namespace AbsorbingBoundaryDamper

noncomputable section

/-- Frequency of the Bloch wave `q` in a chain with spring constant `K > 0` and mass `m > 0`. -/
def freq (K m q : ℝ) : ℝ := 2 * Real.sqrt (K / m) * Real.sin (q / 2)

/-- Displacement of atom `n` at time `t`: an incoming wave of unit amplitude plus a reflected wave
of amplitude `r`, for `K, m > 0` and `0 < q < π`. -/
def wave (K m q : ℝ) (r : ℂ) (n : ℤ) (t : ℝ) : ℂ :=
  (Complex.exp (I * q * n) + r * Complex.exp (-(I * q * n))) *
    Complex.exp (-(I * freq K m q * t))

/-- Newton's law for an atom `n` inside the chain, coupled to both neighbours. -/
def BulkLaw (K m : ℝ) (u : ℤ → ℝ → ℂ) (n : ℤ) : Prop :=
  ∀ t : ℝ, (m : ℂ) * deriv (deriv (u n)) t = K * (u (n + 1) t - 2 * u n t + u (n - 1) t)

/-- Newton's law for the end atom `0`, held by one spring and slowed by a damper with drag
coefficient `g √(K m)`, for `K, m > 0` and `g ≥ 0`. -/
def DampedEnd (K m g : ℝ) (u : ℤ → ℝ → ℂ) : Prop :=
  ∀ t : ℝ, (m : ℂ) * deriv (deriv (u 0)) t =
    K * (u (-1) t - u 0 t) - g * (Real.sqrt (K * m) : ℂ) * deriv (u 0) t

/-- Reflection amplitude of the damped end, defined where `exp(-iq/2) + g` is not zero. -/
def reflection (g q : ℝ) : ℂ :=
  (Complex.exp (I * q / 2) - g) / (Complex.exp (-(I * q / 2)) + g)

/-- The dispersion relation `m ω² = 4 K sin²(q/2)`, and the product of `ω` with the
impedance `√(K m)`, for positive `K` and `m`. -/
theorem freq_relations {K m : ℝ} (hK : 0 < K) (hm : 0 < m) (q : ℝ) :
    m * freq K m q ^ 2 = 4 * K * Real.sin (q / 2) ^ 2 ∧
      Real.sqrt (K * m) * freq K m q = 2 * K * Real.sin (q / 2) := by
  unfold freq
  constructor
  · have h := Real.sq_sqrt (div_pos hK hm).le
    have h' : m * (K / m) = K := by field_simp
    linear_combination 4 * m * Real.sin (q / 2) ^ 2 * h + 4 * Real.sin (q / 2) ^ 2 * h'
  · have h : Real.sqrt (K * m) * Real.sqrt (K / m) = K := by
      rw [← Real.sqrt_mul (by positivity), show K * m * (K / m) = K ^ 2 by field_simp,
        Real.sqrt_sq hK.le]
    linear_combination 2 * Real.sin (q / 2) * h

/-- The phases gained over half a lattice spacing, split into cosine and sine. -/
theorem half_phases (q : ℝ) :
    Complex.exp (I * q / 2) = (Real.cos (q / 2) : ℂ) + (Real.sin (q / 2) : ℂ) * I ∧
      Complex.exp (-(I * q / 2)) = (Real.cos (q / 2) : ℂ) - (Real.sin (q / 2) : ℂ) * I := by
  constructor
  · rw [show I * q / 2 = ((q / 2 : ℝ) : ℂ) * I by push_cast; ring, Complex.exp_mul_I,
      ← Complex.ofReal_cos, ← Complex.ofReal_sin]
  · rw [show -(I * q / 2) = ((-(q / 2) : ℝ) : ℂ) * I by push_cast; ring, Complex.exp_mul_I,
      ← Complex.ofReal_cos, ← Complex.ofReal_sin, Real.cos_neg, Real.sin_neg]
    push_cast
    ring

/-- Each time derivative multiplies the wave by `-iω`. -/
theorem wave_derivs (K m q : ℝ) (r : ℂ) (n : ℤ) (t : ℝ) :
    deriv (wave K m q r n) t = -(I * freq K m q) * wave K m q r n t ∧
      deriv (deriv (wave K m q r n)) t = (-(I * freq K m q)) ^ 2 * wave K m q r n t := by
  have h1 : ∀ s : ℝ, HasDerivAt (wave K m q r n)
      (-(I * freq K m q) * wave K m q r n s) s := by
    intro s
    have h : HasDerivAt (fun x : ℝ => -(I * freq K m q * (x : ℂ))) (-(I * freq K m q)) s :=
      ((hasDerivAt_id s).ofReal_comp.const_mul (I * (freq K m q : ℂ))).fun_neg.congr_deriv
        (by simp)
    exact (h.cexp.const_mul
      (Complex.exp (I * q * n) + r * Complex.exp (-(I * q * n)))).congr_deriv
        (by unfold wave; ring)
  have h2 : deriv (wave K m q r n) = fun s => -(I * freq K m q) * wave K m q r n s :=
    funext fun s => (h1 s).deriv
  refine ⟨(h1 t).deriv, ?_⟩
  rw [h2, ((h1 t).const_mul (-(I * (freq K m q : ℂ)))).deriv]
  ring

/-- For positive `K` and `m`, the two terms of `wave` together obey the bulk equation of motion at
every site, whatever the reflection amplitude. -/
theorem wave_bulkLaw {K m : ℝ} (hK : 0 < K) (hm : 0 < m) (q : ℝ) (r : ℂ) (n : ℤ) :
    BulkLaw K m (wave K m q r) n := by
  intro t
  obtain ⟨hz, hw⟩ := half_phases q
  have hs : 2 * I * (Real.sin (q / 2) : ℂ) =
      Complex.exp (I * q / 2) - Complex.exp (-(I * q / 2)) := by rw [hz, hw]; ring
  have hzw : Complex.exp (I * q / 2) * Complex.exp (-(I * q / 2)) = 1 := by
    rw [← Complex.exp_add, add_neg_cancel, Complex.exp_zero]
  have hω : (m : ℂ) * (freq K m q : ℂ) ^ 2 = 4 * K * (Real.sin (q / 2) : ℂ) ^ 2 := by
    exact_mod_cast (freq_relations hK hm q).1
  -- moving by one site multiplies each wave by a squared half-phase
  have hsum : wave K m q r (n + 1) t + wave K m q r (n - 1) t =
      (Complex.exp (I * q / 2) ^ 2 + Complex.exp (-(I * q / 2)) ^ 2) * wave K m q r n t := by
    have e1 : Complex.exp (I * q * ((n + 1 : ℤ) : ℂ)) =
        Complex.exp (I * q * n) * Complex.exp (I * q / 2) ^ 2 := by
      rw [pow_two, ← Complex.exp_add, ← Complex.exp_add]; congr 1; push_cast; ring
    have e2 : Complex.exp (-(I * q * ((n + 1 : ℤ) : ℂ))) =
        Complex.exp (-(I * q * n)) * Complex.exp (-(I * q / 2)) ^ 2 := by
      rw [pow_two, ← Complex.exp_add, ← Complex.exp_add]; congr 1; push_cast; ring
    have e3 : Complex.exp (I * q * ((n - 1 : ℤ) : ℂ)) =
        Complex.exp (I * q * n) * Complex.exp (-(I * q / 2)) ^ 2 := by
      rw [pow_two, ← Complex.exp_add, ← Complex.exp_add]; congr 1; push_cast; ring
    have e4 : Complex.exp (-(I * q * ((n - 1 : ℤ) : ℂ))) =
        Complex.exp (-(I * q * n)) * Complex.exp (I * q / 2) ^ 2 := by
      rw [pow_two, ← Complex.exp_add, ← Complex.exp_add]; congr 1; push_cast; ring
    unfold wave
    rw [e1, e2, e3, e4]
    ring
  rw [(wave_derivs K m q r n t).2]
  linear_combination I ^ 2 * wave K m q r n t * hω + K * wave K m q r n t *
    (2 * I * (Real.sin (q / 2) : ℂ) + Complex.exp (I * q / 2) - Complex.exp (-(I * q / 2))) * hs
    - 2 * K * wave K m q r n t * hzw - K * hsum

/-- Squared moduli of the numerator and the denominator of the reflection amplitude. -/
theorem end_norms (g q : ℝ) :
    ‖Complex.exp (I * q / 2) - g‖ ^ 2 = 1 + g ^ 2 - 2 * g * Real.cos (q / 2) ∧
      ‖Complex.exp (-(I * q / 2)) + g‖ ^ 2 = 1 + g ^ 2 + 2 * g * Real.cos (q / 2) := by
  obtain ⟨hz, hw⟩ := half_phases q
  have hN : ∀ a b : ℝ, ‖(a : ℂ) + b * I‖ ^ 2 = a ^ 2 + b ^ 2 := fun a b => by
    rw [Complex.sq_norm, Complex.normSq_add_mul_I]
  have hcs := Real.sin_sq_add_cos_sq (q / 2)
  constructor
  · rw [show Complex.exp (I * q / 2) - g = ((Real.cos (q / 2) - g : ℝ) : ℂ) +
      (Real.sin (q / 2) : ℝ) * I by rw [hz]; push_cast; ring, hN]
    linear_combination hcs
  · rw [show Complex.exp (-(I * q / 2)) + g = ((Real.cos (q / 2) + g : ℝ) : ℂ) +
      ((-Real.sin (q / 2) : ℝ) : ℂ) * I by rw [hw]; push_cast; ring, hN]
    linear_combination hcs

/-- For `K, m > 0`, `0 < q < π` and `g ≥ 0`, the wave obeys the equation of motion of the damped
end atom exactly when its reflected amplitude is `reflection g q`. -/
theorem dampedEnd_iff {K m g q : ℝ} (hK : 0 < K) (hm : 0 < m) (hg : 0 ≤ g)
    (hq0 : 0 < q) (hq : q < Real.pi) (r : ℂ) :
    DampedEnd K m g (wave K m q r) ↔ r = reflection g q := by
  obtain ⟨hz, hw⟩ := half_phases q
  have hs : 2 * I * (Real.sin (q / 2) : ℂ) =
      Complex.exp (I * q / 2) - Complex.exp (-(I * q / 2)) := by rw [hz, hw]; ring
  have hzw : Complex.exp (I * q / 2) * Complex.exp (-(I * q / 2)) = 1 := by
    rw [← Complex.exp_add, add_neg_cancel, Complex.exp_zero]
  have hω : (m : ℂ) * (freq K m q : ℂ) ^ 2 = 4 * K * (Real.sin (q / 2) : ℂ) ^ 2 := by
    exact_mod_cast (freq_relations hK hm q).1
  have hS : (Real.sqrt (K * m) : ℂ) * (freq K m q : ℂ) = 2 * K * (Real.sin (q / 2) : ℂ) := by
    exact_mod_cast (freq_relations hK hm q).2
  have hsin : 0 < Real.sin (q / 2) := Real.sin_pos_of_pos_of_lt_pi (by linarith) (by linarith)
  have hcos : 0 < Real.cos (q / 2) := Real.cos_pos_of_mem_Ioo ⟨by linarith, by linarith⟩
  have hne : Complex.exp (I * q / 2) - Complex.exp (-(I * q / 2)) ≠ 0 := by
    rw [← hs]
    exact mul_ne_zero (mul_ne_zero two_ne_zero I_ne_zero) (Complex.ofReal_ne_zero.mpr hsin.ne')
  have hden : Complex.exp (-(I * q / 2)) + g ≠ 0 := by
    intro h
    have h2 := (end_norms g q).2
    rw [h, norm_zero] at h2
    nlinarith [mul_nonneg hg hcos.le, sq_nonneg g]
  -- the residual of the end equation factorises
  have key : ∀ t : ℝ, (m : ℂ) * deriv (deriv (wave K m q r 0)) t -
      (K * (wave K m q r (-1) t - wave K m q r 0 t) -
        g * (Real.sqrt (K * m) : ℂ) * deriv (wave K m q r 0) t) =
      K * (Complex.exp (I * q / 2) - Complex.exp (-(I * q / 2))) *
        Complex.exp (-(I * freq K m q * t)) *
        ((Complex.exp (I * q / 2) - g) - r * (Complex.exp (-(I * q / 2)) + g)) := by
    intro t
    have u0 : wave K m q r 0 t = (1 + r) * Complex.exp (-(I * freq K m q * t)) := by
      simp [wave]
    have e1 : Complex.exp (I * q * ((-1 : ℤ) : ℂ)) = Complex.exp (-(I * q / 2)) ^ 2 := by
      rw [pow_two, ← Complex.exp_add]; congr 1; push_cast; ring
    have e2 : Complex.exp (-(I * q * ((-1 : ℤ) : ℂ))) = Complex.exp (I * q / 2) ^ 2 := by
      rw [pow_two, ← Complex.exp_add]; congr 1; push_cast; ring
    have u1 : wave K m q r (-1) t = (Complex.exp (-(I * q / 2)) ^ 2 +
        r * Complex.exp (I * q / 2) ^ 2) * Complex.exp (-(I * freq K m q * t)) := by
      unfold wave
      rw [e1, e2]
    rw [(wave_derivs K m q r 0 t).2, (wave_derivs K m q r 0 t).1, u0, u1]
    linear_combination (1 + r) * Complex.exp (-(I * freq K m q * t)) *
      (I ^ 2 * hω + K * (2 * I * (Real.sin (q / 2) : ℂ) + Complex.exp (I * q / 2)
        - Complex.exp (-(I * q / 2))) * hs - K * hzw - g * I * hS - g * K * hs)
  constructor
  · intro h
    have h0 := (key 0).symm.trans (sub_eq_zero.mpr (h 0))
    have h1 := (mul_eq_zero.mp h0).resolve_left (mul_ne_zero
      (mul_ne_zero (Complex.ofReal_ne_zero.mpr hK.ne') hne) (Complex.exp_ne_zero _))
    rw [reflection, eq_div_iff hden]
    linear_combination -h1
  · intro h t
    rw [reflection, eq_div_iff hden] at h
    refine sub_eq_zero.mp ((key t).trans ?_)
    linear_combination -(K * (Complex.exp (I * q / 2) - Complex.exp (-(I * q / 2))) *
      Complex.exp (-(I * freq K m q * t))) * h

/-- The reflected intensity for `0 < q < π` and `g ≥ 0`, with the denominator cleared. -/
theorem reflection_norm_sq {g q : ℝ} (hg : 0 ≤ g) (hq0 : 0 < q) (hq : q < Real.pi) :
    ‖reflection g q‖ ^ 2 * (1 + g ^ 2 + 2 * g * Real.cos (q / 2)) =
      1 + g ^ 2 - 2 * g * Real.cos (q / 2) := by
  have hcos : 0 < Real.cos (q / 2) := Real.cos_pos_of_mem_Ioo ⟨by linarith, by linarith⟩
  have hD : 0 < 1 + g ^ 2 + 2 * g * Real.cos (q / 2) := by positivity
  rw [reflection, norm_div, div_pow, (end_norms g q).1, (end_norms g q).2]
  exact div_mul_cancel₀ _ hD.ne'

/-- For `0 < q < π` and `g ≥ 0` the reflection amplitude has modulus at least `tan(q/4)`, and
this value is reached exactly when `g = 1`. -/
theorem tan_le_norm_reflection {g q : ℝ} (hg : 0 ≤ g) (hq0 : 0 < q) (hq : q < Real.pi) :
    Real.tan (q / 4) ≤ ‖reflection g q‖ ∧
      (‖reflection g q‖ = Real.tan (q / 4) ↔ g = 1) := by
  have hcos : 0 < Real.cos (q / 2) := Real.cos_pos_of_mem_Ioo ⟨by linarith, by linarith⟩
  have ha : 0 < Real.cos (q / 4) := Real.cos_pos_of_mem_Ioo ⟨by linarith, by linarith⟩
  have ht : 0 < Real.tan (q / 4) :=
    Real.tan_pos_of_pos_of_lt_pi_div_two (by linarith) (by linarith)
  have hc : Real.cos (q / 2) = 2 * Real.cos (q / 4) ^ 2 - 1 := by
    rw [← Real.cos_two_mul]; congr 1; ring
  have hT : Real.tan (q / 4) ^ 2 * (1 + Real.cos (q / 2)) = 1 - Real.cos (q / 2) := by
    have h1 := Real.tan_mul_cos ha.ne'
    have h2 := Real.sin_sq_add_cos_sq (q / 4)
    linear_combination (Real.tan (q / 4) ^ 2 + 1) * hc +
      2 * (Real.tan (q / 4) * Real.cos (q / 4) + Real.sin (q / 4)) * h1 + 2 * h2
  have hN := reflection_norm_sq hg hq0 hq
  have hP : 0 < (1 + g ^ 2 + 2 * g * Real.cos (q / 2)) * (1 + Real.cos (q / 2)) := by
    positivity
  -- the excess intensity is proportional to the squared mismatch of the damper
  have key : (‖reflection g q‖ ^ 2 - Real.tan (q / 4) ^ 2) *
      ((1 + g ^ 2 + 2 * g * Real.cos (q / 2)) * (1 + Real.cos (q / 2))) =
      2 * Real.cos (q / 2) * (1 - g) ^ 2 := by
    linear_combination (1 + Real.cos (q / 2)) * hN -
      (1 + g ^ 2 + 2 * g * Real.cos (q / 2)) * hT
  refine ⟨?_, ?_, ?_⟩
  · by_contra h
    have h' := not_le.mp h
    have hlt : ‖reflection g q‖ ^ 2 - Real.tan (q / 4) ^ 2 < 0 := by
      nlinarith [norm_nonneg (reflection g q)]
    have hneg := mul_neg_of_neg_of_pos hlt hP
    have hpos : 0 ≤ 2 * Real.cos (q / 2) * (1 - g) ^ 2 := by positivity
    linarith
  · intro h
    rw [h, sub_self, zero_mul] at key
    have h1 := (mul_eq_zero.mp key.symm).resolve_left (by positivity)
    have h2 : 1 - g = 0 := pow_eq_zero_iff two_ne_zero |>.mp h1
    linarith
  · intro h
    have h0 : 2 * Real.cos (q / 2) * (1 - g) ^ 2 = 0 := by rw [h]; ring
    have h1 := (mul_eq_zero.mp (key.trans h0)).resolve_right hP.ne'
    exact (sq_eq_sq₀ (norm_nonneg _) ht.le).mp (sub_eq_zero.mp h1)

/-- For `K, m > 0`, `0 < q < π` and `g ≥ 0`, an incoming wave without any reflected part
violates the equation of motion of the damped end atom. -/
theorem no_complete_absorption {K m g q : ℝ} (hK : 0 < K) (hm : 0 < m) (hg : 0 ≤ g)
    (hq0 : 0 < q) (hq : q < Real.pi) : ¬ DampedEnd K m g (wave K m q 0) := by
  intro h
  have h0 := (dampedEnd_iff hK hm hg hq0 hq 0).mp h
  have h1 := (tan_le_norm_reflection hg hq0 hq).1
  rw [← h0, norm_zero] at h1
  have ht : 0 < Real.tan (q / 4) :=
    Real.tan_pos_of_pos_of_lt_pi_div_two (by linarith) (by linarith)
  linarith

/-- Two dampers with reciprocal nonnegative strengths `g` and `g'` reflect a wave with
`0 < q < π` equally strongly. -/
theorem reflection_reciprocal {g g' q : ℝ} (hg : 0 ≤ g) (hg' : 0 ≤ g') (h : g * g' = 1)
    (hq0 : 0 < q) (hq : q < Real.pi) : ‖reflection g' q‖ = ‖reflection g q‖ := by
  have hcos : 0 < Real.cos (q / 2) := Real.cos_pos_of_mem_Ioo ⟨by linarith, by linarith⟩
  have hD : 0 < 1 + g ^ 2 + 2 * g * Real.cos (q / 2) := by positivity
  have h1 := reflection_norm_sq hg' hq0 hq
  have h2 := reflection_norm_sq hg hq0 hq
  -- multiply the intensity formula for `g'` by `g²`
  have h3 : ‖reflection g' q‖ ^ 2 * (1 + g ^ 2 + 2 * g * Real.cos (q / 2)) =
      1 + g ^ 2 - 2 * g * Real.cos (q / 2) := by
    linear_combination g ^ 2 * h1 + (-‖reflection g' q‖ ^ 2 *
      (g * g' + 1 + 2 * g * Real.cos (q / 2)) + (g * g' + 1) - 2 * g * Real.cos (q / 2)) * h
  exact (sq_eq_sq₀ (norm_nonneg _) (norm_nonneg _)).mp
    (mul_right_cancel₀ hD.ne' (h3.trans h2.symm))

end

end AbsorbingBoundaryDamper
```

```lean
#print axioms AbsorbingBoundaryDamper.wave_bulkLaw
#print axioms AbsorbingBoundaryDamper.dampedEnd_iff
#print axioms AbsorbingBoundaryDamper.no_complete_absorption
#print axioms AbsorbingBoundaryDamper.reflection_reciprocal
```

```
'AbsorbingBoundaryDamper.wave_bulkLaw' depends on axioms: [propext, Classical.choice, Quot.sound]
'AbsorbingBoundaryDamper.dampedEnd_iff' depends on axioms: [propext, Classical.choice, Quot.sound]
'AbsorbingBoundaryDamper.no_complete_absorption' depends on axioms: [propext, Classical.choice, Quot.sound]
'AbsorbingBoundaryDamper.reflection_reciprocal' depends on axioms: [propext, Classical.choice, Quot.sound]
```

## One frequency against a run with many

`wave` is the complex displacement above. It is defined for every integer `n`, but the chain uses only $n\le0$. `BulkLaw` and `DampedEnd` are Newton's equations at all times, with `deriv` as the time derivative. `dampedEnd_iff` says that, for positive `K` and `m`, `0 ≤ g` and `0 < q < π`, the end equation holds if and only if `r = reflection g q`. `tan_le_norm_reflection` states the bound and its equality case, and `no_complete_absorption` says that, under the conditions of `dampedEnd_iff`, the wave with `r = 0` violates the end equation.

The proofs follow the calculation above. `freq_relations` supplies the two identities for $\omega$, `wave_derivs` the time derivatives, and `wave_bulkLaw` the bulk equation. In `dampedEnd_iff`, `key` is the factorised residual: evaluating it at time zero determines `r`, and the converse uses it at every time. `end_norms` and `reflection_norm_sq` give the intensity. The second `key`, in `tan_le_norm_reflection`, is the last displayed identity with denominators cleared; `linear_combination` checks the algebra, and the signs of the factors give the bound and the equality case. `reflection_reciprocal` compares the intensity formulas for `g` and `g'` when `g * g' = 1`.

The condition `0 ≤ g` means that the damper never feeds energy in. The theorems concern a wave of a single frequency in continuous time; the step to a finite pulse advanced by a numerical integrator is left to the user. The bound also relies on the end atom having a single spring: if a second spring $K$ ties it to a fixed wall, a damper with $g=1/\sqrt2$ absorbs the wave with $q=\pi/2$ completely. Anharmonic forces, longer-ranged springs, several damped atoms and drag with memory need a separate analysis.
